# Lattice equation for the Fourier coefficients of the inverse Bloch element of a dimerized chain with hoppings v > w > 0

The off-diagonal Bloch element of a dimerized chain with real hoppings v and w is h(k) = v + w exp(ik), and c_n denotes the n-th Fourier coefficient of 1/h(k), that is, the integral of exp(-ink)/h(k) over 0 ≤ k ≤ 2π, divided by 2π. The theorem `invCoeff_lattice` states that, for v > w > 0 and every integer n, v c_n + w c_(n-1) equals 1 if n = 0 and 0 otherwise. The proof joins the two integrals into one, in which h(k) cancels and only the plane wave exp(-ink) is left. It then evaluates the integral of this plane wave separately for n = 0 and n ≠ 0.

In Lean, a first try:

```lean
import Mathlib

open Complex Filter Topology

namespace DimerizedChain

noncomputable section

/-- Off-diagonal Bloch element `v + w exp(ik)` of the dimerized chain at complex `k`. -/
def hop (v w : ℝ) (k : ℂ) : ℂ := v + w * exp (I * k)

/-- The `n`-th Fourier coefficient of `1 / (v + w exp(ik))` over one period,
for hoppings with `|v| ≠ |w|`. -/
def invCoeff (v w : ℝ) (n : ℤ) : ℂ :=
  ((2 * Real.pi : ℝ) : ℂ)⁻¹ *
    ∫ k in (0 : ℝ)..(2 * Real.pi), exp (-(I * n) * k) / hop v w k

/-- For `v > w > 0` and real `k` the modulus of the Bloch element is at least `v - w`. -/
theorem hop_norm_ge {v w : ℝ} (hw : 0 < w) (hvw : w < v) (k : ℝ) :
    v - w ≤ ‖hop v w k‖ := by
  have he : ‖exp (I * k)‖ = 1 := by rw [mul_comm, norm_exp_ofReal_mul_I]
  have h := norm_sub_le (hop v w k) (w * exp (I * k))
  rw [show hop v w k - w * exp (I * k) = (v : ℂ) by unfold hop; ring, norm_mul, he,
    Complex.norm_real, Complex.norm_real, Real.norm_of_nonneg (hw.trans hvw).le,
    Real.norm_of_nonneg hw.le] at h
  linarith

/-- For `v > w > 0`, the lattice equation `v c_n + w c_(n-1) = δ_(n,0)` for the Fourier coefficients
`c_n` of the inverse Bloch element. -/
theorem invCoeff_lattice {v w : ℝ} (hw : 0 < w) (hvw : w < v) (n : ℤ) :
    v * invCoeff v w n + w * invCoeff v w (n - 1) = if n = 0 then 1 else 0 := by
  have hne : ∀ k : ℝ, hop v w k ≠ 0 := fun k =>
    norm_pos_iff.mp (lt_of_lt_of_le (sub_pos.2 hvw) (hop_norm_ge hw hvw k))
  have hi : ∀ m : ℤ, IntervalIntegrable
      (fun k : ℝ => exp (-(I * m) * k) / hop v w k) MeasureTheory.volume 0 (2 * Real.pi) := by
    intro m
    refine (Continuous.div (by fun_prop) ?_ hne).intervalIntegrable _ _
    unfold hop
    fun_prop
  have hp : ((2 * Real.pi : ℝ) : ℂ) ≠ 0 := by exact_mod_cast Real.two_pi_pos.ne'
  have hsum := intervalIntegral.integral_add ((hi n).const_mul (v : ℂ))
    ((hi (n - 1)).const_mul (w : ℂ))
  rw [intervalIntegral.integral_const_mul, intervalIntegral.integral_const_mul] at hsum
  -- multiplying by the Bloch element leaves a pure plane wave
  have hwave : ∀ k : ℝ, (v : ℂ) * (exp (-(I * n) * k) / hop v w k)
      + w * (exp (-(I * ((n - 1 : ℤ) : ℂ)) * k) / hop v w k) = exp (-(I * n) * k) := by
    intro k
    have he : exp (-(I * ((n - 1 : ℤ) : ℂ)) * k) = exp (-(I * n) * k) * exp (I * k) := by
      rw [← exp_add]
      congr 1
      push_cast
      ring
    rw [he]
    calc _ = exp (-(I * n) * k) * hop v w k / hop v w k := by
          unfold hop
          ring
      _ = _ := mul_div_cancel_right₀ _ (hne k)
  simp only [hwave] at hsum
  have hint : v * invCoeff v w n + w * invCoeff v w (n - 1) =
      ((2 * Real.pi : ℝ) : ℂ)⁻¹ * ∫ k in (0 : ℝ)..(2 * Real.pi), exp (-(I * n) * k) := by
    rw [hsum]
    unfold invCoeff
    ring
  rw [hint]
  split_ifs with hn
  · subst hn
    simp
  · have hc : -(I * (n : ℂ)) ≠ 0 :=
      neg_ne_zero.mpr (mul_ne_zero I_ne_zero (by exact_mod_cast hn))
    have h1 : exp (-(I * n) * ((2 * Real.pi : ℝ) : ℂ)) = 1 :=
      exp_eq_one_iff.mpr ⟨-n, by push_cast; ring⟩
    rw [integral_exp_mul_complex hc, h1]
    simp

end

end DimerizedChain
```

The compiler's answer:

```
Main.lean:66:2: error: unsolved goals
case pos
v w : ℝ
hw : 0 < w
hvw : w < v
hne : ∀ (k : ℝ), hop v w ↑k ≠ 0
hi : ∀ (m : ℤ), IntervalIntegrable (fun k => cexp (-(I * ↑m) * ↑k) / hop v w ↑k) MeasureTheory.volume 0 (2 * Real.pi)
hp : ↑(2 * Real.pi) ≠ 0
hwave :
  ∀ (k : ℝ),
    ↑v * (cexp (-(I * ↑0) * ↑k) / hop v w ↑k) + ↑w * (cexp (-(I * ↑(0 - 1)) * ↑k) / hop v w ↑k) = cexp (-(I * ↑0) * ↑k)
hsum :
  ∫ (x : ℝ) in 0..2 * Real.pi, cexp (-(I * ↑0) * ↑x) =
    (↑v * ∫ (x : ℝ) in 0..2 * Real.pi, cexp (-(I * ↑0) * ↑x) / hop v w ↑x) +
      ↑w * ∫ (x : ℝ) in 0..2 * Real.pi, cexp (-(I * ↑(0 - 1)) * ↑x) / hop v w ↑x
hint :
  ↑v * invCoeff v w 0 + ↑w * invCoeff v w (0 - 1) =
    (↑(2 * Real.pi))⁻¹ * ∫ (k : ℝ) in 0..2 * Real.pi, cexp (-(I * ↑0) * ↑k)
⊢ (↑Real.pi)⁻¹ * 2⁻¹ * (2 * ↑Real.pi) = 1
```

Cause. The error is in the case n = 0, where the goal is that the prefactor `(↑(2 * Real.pi))⁻¹` times the integral of the plane wave equals 1. `simp` does evaluate the integral, but it also rewrites the prefactor, moving the cast inside the product and splitting the inverse into two factors. What remains is `(↑Real.pi)⁻¹ * 2⁻¹ * (2 * ↑Real.pi) = 1`. This is true, but the factors that should cancel are no longer in the form of an inverse directly multiplied by its own argument, and `simp` does not regroup them. The hypothesis `hp`, which says that 2π is nonzero as a complex number, is in the context but was not given to `simp`.

The repair uses `simp` only to prove `h1`, that the integral equals `((2 * Real.pi : ℝ) : ℂ)`. The prefactor in the goal therefore stays whole. Rewriting with `h1` puts the inverse of 2π next to 2π in the same form, and `inv_mul_cancel₀ hp` reduces the product to 1, which closes the goal.

The change, after which it compiles:

```diff
@@ -65,5 +65,7 @@
   split_ifs with hn
   · subst hn
-    simp
+    have h1 : ∫ k in (0 : ℝ)..(2 * Real.pi), exp (-(I * ((0 : ℤ) : ℂ)) * k) =
+        ((2 * Real.pi : ℝ) : ℂ) := by simp
+    rw [h1, inv_mul_cancel₀ hp]
   · have hc : -(I * (n : ℂ)) ≠ 0 :=
       neg_ne_zero.mpr (mul_ne_zero I_ne_zero (by exact_mod_cast hn))
```
